# Strictly fractional fragment occupations cannot be fitted by a rank-N projector when the fragment has more than min(N, L − N) orbitals

## Orbitals, fragment and occupations

Take $L$ orthonormal spin orbitals, labelled by a finite set $\iota$, and a one-particle density matrix $P$, an $L\times L$ complex matrix of rank $N$. For a single Slater determinant of $N$ electrons, $P$ is Hermitian and idempotent: $P^\dagger=P$ and $P^2=P$. The hole matrix is $Q=1-P$.

A fragment is a set $\varphi$ of $f$ labels with an injective map $e:\varphi\to\iota$. Its density matrix is the block
$$D_{ab}=P_{e(a)\,e(b)} .$$
With the $L\times f$ selection matrix $S_{ia}=\delta_{i,e(a)}$ this is $D=S^\dagger P S$, and $S^\dagger S=1$ because $e$ is injective.

The occupations of the fragment are the eigenvalues of $D$, not its diagonal entries, and the eigenvectors are its natural orbitals. Write $E_\mu$ for the space of vectors $v$ with $Dv=\mu v$. A matrix is strictly fractional if all its eigenvalues are real and lie strictly between 0 and 1.

## A limit on density-matrix matching

In density-matrix embedding, a mean-field density matrix may be adjusted until its fragment block matches a correlated one. The occupations of a correlated target can all be strictly fractional. For a finite orbital set and an idempotent mean-field matrix, the count below shows when an exact match of the whole block is impossible, whatever potential is used for the adjustment.

For Hermitian idempotent $P$:

- every eigenvalue of $D$ lies in $[0,1]$;
- $f\le \dim E_0+N$, so at least $f-N$ natural orbitals of the fragment are empty;
- $f+N\le \dim E_1+L$, so at least $f-(L-N)$ are filled.

Consequently $D$ cannot equal a strictly fractional target $C$ if $f>\min(N,L-N)$.

## Counting empty and filled orbitals

**The interval.** Let $Dv=\mu v$ with $v\neq0$. Since $P=P^\dagger P$,
$$\mu\,v^\dagger v=v^\dagger S^\dagger P S v=\|PSv\|^2\ge 0 .$$
Dividing by $v^\dagger v>0$ shows that $\mu$ is real and nonnegative. The hole matrix is also Hermitian and idempotent, and its block is $S^\dagger(1-P)S=1-D$. Hence
$$(1-\mu)\,v^\dagger v=\|QSv\|^2\ge0,$$
which gives $\mu\le1$.

**Empty orbitals.** A product has rank no larger than any of its factors, so $\operatorname{rank}D\le N$. Rank-nullity on the fragment gives
$$f=\operatorname{rank}D+\dim E_0\le N+\dim E_0 .$$

**Filled orbitals.** From $P(1-P)=P-P^2=0$, the range of $Q$ lies in the kernel of $P$, which has dimension $L-N$. Thus $\operatorname{rank}Q\le L-N$. The kernel of the block $1-D$ is $E_1$, so the previous count applied to $Q$ gives
$$f\le \dim E_1+(L-N).$$

**The obstruction.** If $D$ is strictly fractional, neither 0 nor 1 is an eigenvalue, so $\dim E_0=\dim E_1=0$. The two counts become $f\le N$ and $f\le L-N$, which contradicts $f>\min(N,L-N)$.

## A projector that reaches the bound

Given numbers $0<n_a<1$, pair each fragment orbital $a$ with one bath orbital and set
$$p_a=\begin{pmatrix} n_a & s_a\\ s_a & 1-n_a\end{pmatrix},\qquad s_a=\sqrt{n_a(1-n_a)} .$$
The diagonal entries of $p_a^2$ are $n_a^2+s_a^2=n_a$ and $s_a^2+(1-n_a)^2=1-n_a$. The off-diagonal ones are $n_as_a+s_a(1-n_a)=s_a$. So $p_a$ is a projector, onto the normalised vector $(\sqrt{n_a},\sqrt{1-n_a})$. All pairs together form a projector of rank $f$ on $2f$ orbitals, whose fragment block is diagonal with entries $n_a$. Here $f=N=L-N$, so equality is attained.

## What the Lean statements say

The types `ι` and `φ` are the orbital and fragment labels, and `e : φ ↪ ι` is the injective selection. `fragmentBlock P e` is $D$, `naturalSpace D μ` is $E_\mu$, and `P.rank` is $N$. The numbers $L$ and $f$ are `Fintype.card ι` and `Fintype.card φ`. Eigenvalues are complex numbers, and in the order used on them `0 ≤ μ` means that $\mu$ is real and nonnegative.

`fragment_spectrum` contains the three bullets above, with the counts in additive form. `no_exact_fit` states the obstruction; its subtraction of natural numbers is the ordinary $L-N$, since a rank never exceeds $L$. It assumes `P * P = P` but not Hermiticity, which is needed only for the interval. `pairedDensity_witness` gives the projector that reaches the bound.

The theorems concern exact equality of the full block. They do not say how close an approximate fit can come, or whether a particular potential produces a given $P$. Matching only the diagonal is a weaker demand: the projector $\tfrac12\begin{pmatrix}1&1\\1&1\end{pmatrix}$ has both diagonal entries equal to $\tfrac12$, although its eigenvalues are 0 and 1.

## Dropping idempotency or Hermiticity

Without idempotency the obstruction fails for a single orbital. Take $L=f=1$ and $P=(\tfrac12)$. Then $N=1$ and $\min(N,L-N)=0<f$, yet the block is strictly fractional. Idempotency stands for the single determinant at zero temperature; thermally smeared occupations violate it.

Without Hermiticity the interval fails. The matrix
$$P=\begin{pmatrix}2&-2\\1&-1\end{pmatrix}$$
satisfies $P^2=P$, but its block on the first orbital has the eigenvalue 2.

## Occupied orbitals as the starting point

The model could also begin with an $L\times N$ matrix $W$ of orthonormal occupied orbitals, $W^\dagger W=1$, and define $P=WW^\dagger$. Hermiticity, idempotency and the rank would then follow from the definition, and $D=(S^\dagger W)(S^\dagger W)^\dagger$ would show the bound $\operatorname{rank}D\le N$ at once. The price is generality: the counts would no longer cover non-Hermitian idempotents.

## The complete file

```lean
import Mathlib

open Matrix Module
open scoped ComplexOrder

namespace FragmentOccupationFitting

noncomputable section

variable {ι φ : Type*} [Fintype ι] [DecidableEq ι] [Fintype φ] [DecidableEq φ]

/-- The block of a one-particle density matrix `P` on the fragment orbitals selected by `e`. -/
def fragmentBlock (P : Matrix ι ι ℂ) (e : φ ↪ ι) : Matrix φ φ ℂ := P.submatrix e e

/-- The space of natural orbitals of `D` with occupation `μ`. -/
def naturalSpace (D : Matrix φ φ ℂ) (μ : ℂ) : Submodule ℂ (φ → ℂ) :=
  End.eigenspace D.mulVecLin μ

/-- All occupations of `C` are real and lie strictly between 0 and 1. -/
def StrictlyFractional (C : Matrix φ φ ℂ) : Prop :=
  ∀ μ : ℂ, End.HasEigenvalue C.mulVecLin μ → 0 < μ ∧ μ < 1

omit [DecidableEq φ] in
/-- The eigenvalues of a positive semidefinite matrix are real and nonnegative. -/
theorem eigenvalue_nonneg {A : Matrix φ φ ℂ} (hA : A.PosSemidef) {μ : ℂ} {v : φ → ℂ}
    (hv : v ≠ 0) (h : A *ᵥ v = μ • v) : 0 ≤ μ := by
  have hs : 0 < star v ⬝ᵥ v :=
    lt_of_le_of_ne (dotProduct_star_self_nonneg v)
      (fun h0 => hv (dotProduct_star_self_eq_zero.mp h0.symm))
  have hq := hA.dotProduct_mulVec_nonneg v
  rw [h, dotProduct_smul, smul_eq_mul] at hq
  -- the squared norm is real and positive, so it can be divided out
  obtain ⟨h1, h2⟩ := Complex.pos_iff.mp hs
  obtain ⟨h3, h4⟩ := Complex.nonneg_iff.mp hq
  rw [Complex.mul_re, ← h2, mul_zero, sub_zero] at h3
  rw [Complex.mul_im, ← h2, mul_zero, zero_add] at h4
  refine Complex.nonneg_iff.mpr ⟨le_of_not_gt fun hneg => ?_, ?_⟩
  · nlinarith [mul_pos (neg_pos.mpr hneg) h1]
  · exact ((mul_eq_zero.mp h4.symm).resolve_right h1.ne').symm

omit [Fintype ι] [Fintype φ] in
/-- The fragment block of the hole density matrix `1 - P` is one minus the fragment block
of `P`. -/
theorem fragmentBlock_hole (P : Matrix ι ι ℂ) (e : φ ↪ ι) :
    fragmentBlock (1 - P) e = 1 - fragmentBlock P e := by
  ext a b
  simp [fragmentBlock, Matrix.one_apply]

omit [DecidableEq φ] in
/-- The number of fragment orbitals is at most the number of empty natural orbitals of the
fragment plus the rank of the full density matrix. -/
theorem card_le_empty_add_rank (P : Matrix ι ι ℂ) (e : φ ↪ ι) :
    Fintype.card φ ≤ finrank ℂ (naturalSpace (fragmentBlock P e) 0) + P.rank := by
  -- cutting out a block is multiplication by selection matrices
  have hsel : fragmentBlock P e =
      (1 : Matrix ι ι ℂ).submatrix e id * P * (1 : Matrix ι ι ℂ).submatrix id e := by
    ext a b
    simp [fragmentBlock, Matrix.mul_apply, Matrix.one_apply]
  have hr : (fragmentBlock P e).rank ≤ P.rank := by
    rw [hsel]
    exact (Matrix.rank_mul_le_left _ _).trans (Matrix.rank_mul_le_right _ _)
  have hk : naturalSpace (fragmentBlock P e) 0 =
      LinearMap.ker (fragmentBlock P e).mulVecLin := by
    ext v
    rw [naturalSpace, End.mem_eigenspace_iff, LinearMap.mem_ker, zero_smul]
  have hn := LinearMap.finrank_range_add_finrank_ker (fragmentBlock P e).mulVecLin
  rw [Module.finrank_fintype_fun_eq_card] at hn
  have hd : (fragmentBlock P e).rank =
      finrank ℂ (LinearMap.range (fragmentBlock P e).mulVecLin) := rfl
  rw [hk]
  omega

/-- For an idempotent density matrix, the ranks of the particle and hole matrices add up to
at most the number of orbitals. -/
theorem rank_add_rank_hole_le {P : Matrix ι ι ℂ} (hI : P * P = P) :
    P.rank + (1 - P).rank ≤ Fintype.card ι := by
  have hle : LinearMap.range (1 - P).mulVecLin ≤ LinearMap.ker P.mulVecLin := by
    rintro _ ⟨v, rfl⟩
    rw [LinearMap.mem_ker, Matrix.mulVecLin_apply, Matrix.mulVecLin_apply,
      Matrix.mulVec_mulVec, mul_sub, mul_one, hI, sub_self, Matrix.zero_mulVec]
  have h1 := Submodule.finrank_mono hle
  have h2 := LinearMap.finrank_range_add_finrank_ker P.mulVecLin
  rw [Module.finrank_fintype_fun_eq_card] at h2
  have h3 : P.rank = finrank ℂ (LinearMap.range P.mulVecLin) := rfl
  have h4 : (1 - P).rank = finrank ℂ (LinearMap.range (1 - P).mulVecLin) := rfl
  omega

/-- With `L` orbitals and an idempotent density matrix of rank `N`, a fragment of `f` orbitals
has at least `f - (L - N)` fully occupied natural orbitals. -/
theorem card_add_rank_le_filled {P : Matrix ι ι ℂ} (hI : P * P = P) (e : φ ↪ ι) :
    Fintype.card φ + P.rank ≤
      finrank ℂ (naturalSpace (fragmentBlock P e) 1) + Fintype.card ι := by
  -- filled orbitals are the empty orbitals of the hole matrix
  have hk : naturalSpace (fragmentBlock (1 - P) e) 0 = naturalSpace (fragmentBlock P e) 1 := by
    ext v
    rw [naturalSpace, naturalSpace, End.mem_eigenspace_iff, End.mem_eigenspace_iff,
      fragmentBlock_hole, Matrix.mulVecLin_apply, Matrix.mulVecLin_apply, Matrix.sub_mulVec,
      Matrix.one_mulVec, zero_smul, one_smul, sub_eq_zero]
    exact eq_comm
  have h1 := card_le_empty_add_rank (1 - P) e
  have h2 := rank_add_rank_hole_le hI
  rw [hk] at h1
  omega

/-- For a Hermitian idempotent density matrix of rank `N` on `L` orbitals, the occupations of
a fragment of `f` orbitals lie in `[0,1]`, at least `f - N` of them are 0 and at least
`f - (L - N)` of them are 1. -/
theorem fragment_spectrum {P : Matrix ι ι ℂ} (hH : P.IsHermitian) (hI : P * P = P)
    (e : φ ↪ ι) :
    (∀ μ : ℂ, End.HasEigenvalue (fragmentBlock P e).mulVecLin μ → 0 ≤ μ ∧ μ ≤ 1) ∧
    Fintype.card φ ≤ finrank ℂ (naturalSpace (fragmentBlock P e) 0) + P.rank ∧
    Fintype.card φ + P.rank ≤
      finrank ℂ (naturalSpace (fragmentBlock P e) 1) + Fintype.card ι := by
  refine ⟨fun μ hμ => ?_, card_le_empty_add_rank P e, card_add_rank_le_filled hI e⟩
  obtain ⟨v, hv⟩ := hμ.exists_hasEigenvector
  have h : fragmentBlock P e *ᵥ v = μ • v := hv.apply_eq_smul
  -- both the particle and the hole matrix are positive semidefinite
  have hp := Matrix.posSemidef_conjTranspose_mul_self P
  rw [hH.eq, hI] at hp
  have hQ : (1 - P) * (1 - P) = 1 - P := by
    linear_combination (norm := noncomm_ring) hI
  have hq := Matrix.posSemidef_conjTranspose_mul_self (1 - P)
  rw [(Matrix.isHermitian_one.sub hH).eq, hQ] at hq
  refine ⟨eigenvalue_nonneg (hp.submatrix e) hv.2 h, sub_nonneg.mp ?_⟩
  refine eigenvalue_nonneg (hq.submatrix e) hv.2 ?_
  change fragmentBlock (1 - P) e *ᵥ v = (1 - μ) • v
  rw [fragmentBlock_hole, Matrix.sub_mulVec, Matrix.one_mulVec, h, sub_smul, one_smul]

/-- If an idempotent density matrix of rank `N` on `L` orbitals has strictly fractional
occupations on a fragment of `f` orbitals, then `f ≤ N` and `f + N ≤ L`. -/
theorem card_le_of_strictlyFractional {P : Matrix ι ι ℂ} (hI : P * P = P) (e : φ ↪ ι)
    (hF : StrictlyFractional (fragmentBlock P e)) :
    Fintype.card φ ≤ P.rank ∧ Fintype.card φ + P.rank ≤ Fintype.card ι := by
  have h0 : naturalSpace (fragmentBlock P e) 0 = ⊥ := by
    by_contra h
    exact lt_irrefl _ (hF 0 (End.hasEigenvalue_iff.mpr h)).1
  have h1 : naturalSpace (fragmentBlock P e) 1 = ⊥ := by
    by_contra h
    exact lt_irrefl _ (hF 1 (End.hasEigenvalue_iff.mpr h)).2
  have a := card_le_empty_add_rank P e
  have b := card_add_rank_le_filled hI e
  rw [h0, finrank_bot] at a
  rw [h1, finrank_bot] at b
  omega

/-- A fragment density matrix `C` with strictly fractional occupations is not the block of an
idempotent density matrix of rank `N` on `L` orbitals when the fragment has more than
`min N (L - N)` orbitals. -/
theorem no_exact_fit {P : Matrix ι ι ℂ} (hI : P * P = P) (e : φ ↪ ι) {C : Matrix φ φ ℂ}
    (hC : StrictlyFractional C)
    (hf : min P.rank (Fintype.card ι - P.rank) < Fintype.card φ) :
    fragmentBlock P e ≠ C := by
  rintro rfl
  have h := card_le_of_strictlyFractional hI e hC
  omega

/-- The diagonal matrix with real entries `n`. -/
def realDiagonal (n : φ → ℝ) : Matrix φ φ ℂ := diagonal fun a => (n a : ℂ)

/-- The matrix with diagonal entries `n a` on the fragment orbitals and `1 - n a` on their bath
partners, and with entries `√(n a * (1 - n a))` between the two orbitals of each pair. -/
def pairedDensity (n : φ → ℝ) : Matrix (φ ⊕ φ) (φ ⊕ φ) ℂ :=
  fromBlocks (realDiagonal n) (realDiagonal fun a => √(n a * (1 - n a)))
    (realDiagonal fun a => √(n a * (1 - n a))) (realDiagonal fun a => 1 - n a)

/-- For occupations strictly between 0 and 1 on `f` orbitals, the paired density matrix on `2f`
orbitals is a Hermitian idempotent of rank `f` whose fragment block has exactly these strictly
fractional occupations. -/
theorem pairedDensity_witness (n : φ → ℝ) (hn : ∀ a, 0 < n a ∧ n a < 1) :
    (pairedDensity n).IsHermitian ∧ pairedDensity n * pairedDensity n = pairedDensity n ∧
    (pairedDensity n).rank = Fintype.card φ ∧
    fragmentBlock (pairedDensity n) Function.Embedding.inl = realDiagonal n ∧
    StrictlyFractional (realDiagonal n) := by
  have hstar : ∀ g : φ → ℝ, (realDiagonal g)ᴴ = realDiagonal g := by
    intro g
    rw [realDiagonal, diagonal_conjTranspose]
    congr 1
    funext a
    exact Complex.conj_ofReal _
  have hmul : ∀ g h k l m : φ → ℝ, (∀ a, g a * h a + k a * l a = m a) →
      realDiagonal g * realDiagonal h + realDiagonal k * realDiagonal l = realDiagonal m := by
    intro g h k l m H
    simp only [realDiagonal, diagonal_mul_diagonal, diagonal_add]
    congr 1
    funext a
    exact_mod_cast H a
  have hs : ∀ a, √(n a * (1 - n a)) * √(n a * (1 - n a)) = n a * (1 - n a) := fun a =>
    Real.mul_self_sqrt (mul_nonneg (hn a).1.le (sub_nonneg.mpr (hn a).2.le))
  have hI : pairedDensity n * pairedDensity n = pairedDensity n := by
    rw [pairedDensity, fromBlocks_multiply]
    refine fromBlocks_inj.mpr ⟨hmul _ _ _ _ _ fun a => ?_, hmul _ _ _ _ _ fun a => ?_,
      hmul _ _ _ _ _ fun a => ?_, hmul _ _ _ _ _ fun a => ?_⟩
    · linear_combination hs a
    · ring
    · ring
    · linear_combination hs a
  have hB : fragmentBlock (pairedDensity n) Function.Embedding.inl = realDiagonal n := by
    ext a b
    rfl
  have hF : StrictlyFractional (realDiagonal n) := by
    intro μ hμ
    obtain ⟨v, hv⟩ := hμ.exists_hasEigenvector
    have h : realDiagonal n *ᵥ v = μ • v := hv.apply_eq_smul
    obtain ⟨a, ha⟩ := Function.ne_iff.mp hv.2
    have h' := congrFun h a
    rw [realDiagonal, mulVec_diagonal, Pi.smul_apply, smul_eq_mul] at h'
    rw [← mul_right_cancel₀ ha h']
    exact ⟨by exact_mod_cast (hn a).1, by exact_mod_cast (hn a).2⟩
  -- the two counting bounds pin the rank
  have hc := card_le_of_strictlyFractional hI Function.Embedding.inl (hB.symm ▸ hF)
  rw [Fintype.card_sum] at hc
  refine ⟨?_, hI, by omega, hB, hF⟩
  rw [Matrix.IsHermitian, pairedDensity, fromBlocks_conjTranspose]
  simp only [hstar]

end

end FragmentOccupationFitting
```

```lean
#print axioms FragmentOccupationFitting.fragment_spectrum
#print axioms FragmentOccupationFitting.no_exact_fit
```

```
'FragmentOccupationFitting.fragment_spectrum' depends on axioms: [propext, Classical.choice, Quot.sound]
'FragmentOccupationFitting.no_exact_fit' depends on axioms: [propext, Classical.choice, Quot.sound]
```

## How the proof follows the derivation

`eigenvalue_nonneg` carries out the division by $v^\dagger v$. It starts from $0\le\mu\,v^\dagger v$ and separates real and imaginary parts. As $v^\dagger v$ is real and positive, the real part of $\mu$ is nonnegative and the imaginary part vanishes.

`fragmentBlock_hole` is the identity $S^\dagger(1-P)S=1-D$, checked entry by entry.

`card_le_empty_add_rank` is the count of empty orbitals, and it holds for any matrix `P`. The step `hsel` writes the block as $S^\dagger PS$, `hr` bounds its rank, `hk` identifies $E_0$ with the kernel, and `hn` is rank-nullity. The tactic `omega` then combines the integer relations.

`rank_add_rank_hole_le` proves that the range of $1-P$ lies in the kernel of $P$ and compares dimensions. `card_add_rank_le_filled` applies the empty-orbital count to `1 - P`, after `hk` has identified the empty orbitals of the hole block with the filled ones of $D$.

`fragment_spectrum` joins these counts to the interval. It obtains positivity of $P$ and $1-P$ by writing each as $A^\dagger A$, passes to the blocks with `submatrix`, and uses `eigenvalue_nonneg` twice, for $\mu$ and for $1-\mu$.

In `card_le_of_strictlyFractional`, a nonzero $E_0$ or $E_1$ would make 0 or 1 an eigenvalue and give $0<0$ or $1<1$. Both spaces are therefore trivial, and the counts reduce to $f\le N$ and $f+N\le L$. `no_exact_fit` substitutes the block for `C` and reads off the contradiction.

In `pairedDensity_witness`, the helper `hmul` reduces the matrix products to the scalar identities for $p_a^2$, with `hs` supplying $s_a^2=n_a(1-n_a)$. The rank is found without a separate calculation: the block is strictly fractional, so the general bounds give $f\le N$ and $f+N\le 2f$, hence $N=f$.
